# Periodic images stay at least a charge cube's diagonal away exactly when the aligned cubic supercell's edge is at least $1+\sqrt3$ times the cube's

A charged molecule in a periodic calculation interacts with its own images, and one remedy is to cut the Coulomb interaction off beyond the largest distance between two charges of the molecule. If the charges may lie anywhere in a cube of edge $L$, aligned with the cubic supercell, that distance can be as large as the cube's diagonal $\sqrt3\,L$, which is taken as the cutoff. How large must the edge $a$ of the supercell be to keep every image at least that far away?

In Lean 4 with Mathlib:

```lean
import Mathlib

namespace PaddedCoulombCell

noncomputable section

/-- The cubic region `[0, L]^d` that holds the charges. -/
def chargeRegion (d : ℕ) (L : ℝ) : Set (EuclideanSpace ℝ (Fin d)) :=
  {x | ∀ i, 0 ≤ x i ∧ x i ≤ L}

/-- The translation `a m` of the cubic supercell lattice with edge `a` and integer label `m`. -/
def translation {d : ℕ} (a : ℝ) (m : Fin d → ℤ) : EuclideanSpace ℝ (Fin d) :=
  WithLp.toLp 2 (fun i => a * (m i : ℝ))

/-- The radial interaction `w`, kept up to the distance `R` and set to zero beyond it. -/
def truncated (w : ℝ → ℝ) (R r : ℝ) : ℝ := if r ≤ R then w r else 0

/-- Two points of the cube `[0, L]^d` with `L ≥ 0` are at most `√d L` apart. -/
theorem separation_le {d : ℕ} {L : ℝ} (hL : 0 ≤ L) {x y : EuclideanSpace ℝ (Fin d)}
    (hx : x ∈ chargeRegion d L) (hy : y ∈ chargeRegion d L) :
    ‖x - y‖ ≤ Real.sqrt d * L := by
  rw [EuclideanSpace.norm_eq]
  refine Real.sqrt_le_iff.mpr ⟨by positivity, ?_⟩
  calc ∑ i, ‖(x - y) i‖ ^ 2 ≤ ∑ _i : Fin d, L ^ 2 := by
        refine Finset.sum_le_sum fun i _ => ?_
        have h1 := hx i
        have h2 := hy i
        rw [Real.norm_eq_abs, sq_abs, PiLp.sub_apply]
        exact sq_le_sq' (by linarith) (by linarith)
    _ = (Real.sqrt d * L) ^ 2 := by
        rw [mul_pow, Real.sq_sqrt (Nat.cast_nonneg d)]
        simp

/-- For `L ≥ 0` the largest distance between two points of the cube `[0, L]^d` is `√d L`,
and it is attained. -/
theorem largest_separation (d : ℕ) {L : ℝ} (hL : 0 ≤ L) :
    IsGreatest {r : ℝ | ∃ x ∈ chargeRegion d L, ∃ y ∈ chargeRegion d L, r = ‖x - y‖}
      (Real.sqrt d * L) := by
  constructor
  · -- opposite corners of the cube
    refine ⟨WithLp.toLp 2 (fun _ => L), fun i => ⟨hL, le_refl L⟩,
      0, fun i => ⟨le_refl 0, hL⟩, ?_⟩
    have h : ∑ i : Fin d, ‖(WithLp.toLp 2 (fun _ => L) : EuclideanSpace ℝ (Fin d)) i‖ ^ 2
        = (Real.sqrt d * L) ^ 2 := by
      rw [mul_pow, Real.sq_sqrt (Nat.cast_nonneg d)]
      simp
    rw [sub_zero, EuclideanSpace.norm_eq, h, Real.sqrt_sq (by positivity)]
  · rintro r ⟨x, hx, y, hy, rfl⟩
    exact separation_le hL hx hy

/-- A point of the cube `[0, L]^d` and a periodic image, under a nonzero lattice label, of a
point of the cube are at least `a - L` apart. -/
theorem image_distance_ge {d : ℕ} {L a : ℝ} {x y : EuclideanSpace ℝ (Fin d)}
    (hx : x ∈ chargeRegion d L) (hy : y ∈ chargeRegion d L) {m : Fin d → ℤ} (hm : m ≠ 0) :
    a - L ≤ ‖x - y + translation a m‖ := by
  obtain ⟨i, hi⟩ := Function.ne_iff.mp hm
  have h1 := hx i
  have h2 := hy i
  rcases le_total a 0 with ha | ha
  · linarith [norm_nonneg (x - y + translation a m)]
  -- one coordinate along which the image is displaced already gives the bound
  have hc : |x i - y i + a * (m i : ℝ)| ≤ ‖x - y + translation a m‖ :=
    PiLp.norm_apply_le (x - y + translation a m) i
  refine le_trans ?_ hc
  rcases lt_or_gt_of_ne hi with h | h
  · have h' : m i ≤ -1 := by
      have h0 : m i < 0 := h
      omega
    have h3 : (m i : ℝ) ≤ -1 := by exact_mod_cast h'
    have h4 := mul_le_mul_of_nonneg_left h3 ha
    linarith [neg_le_abs (x i - y i + a * (m i : ℝ))]
  · have h' : 1 ≤ m i := by
      have h0 : 0 < m i := h
      omega
    have h3 : (1 : ℝ) ≤ (m i : ℝ) := by exact_mod_cast h'
    have h4 := mul_le_mul_of_nonneg_left h3 ha
    linarith [le_abs_self (x i - y i + a * (m i : ℝ))]

/-- In dimension `d ≥ 1`, for every `t` between `0` and `L` some pair of points of the cube
has a periodic-image distance equal to `|a - t|`. -/
theorem exists_image_distance (d : ℕ) [NeZero d] {L t : ℝ} (a : ℝ) (ht : 0 ≤ t) (htL : t ≤ L) :
    ∃ x ∈ chargeRegion d L, ∃ y ∈ chargeRegion d L, ∃ m : Fin d → ℤ, m ≠ 0 ∧
      ‖x - y + translation a m‖ = |a - t| := by
  refine ⟨0, fun i => ⟨le_refl 0, ht.trans htL⟩, EuclideanSpace.single 0 t, fun i => ?_,
    Pi.single 0 1, fun h => ?_, ?_⟩
  · by_cases hi : i = 0
    · subst hi
      simp [ht, htL]
    · simp [hi, ht.trans htL]
  · have h0 := congrFun h 0
    simp at h0
  · have h : (0 : EuclideanSpace ℝ (Fin d)) - EuclideanSpace.single 0 t
        + translation a (Pi.single 0 1) = EuclideanSpace.single 0 (a - t) := by
      ext i
      by_cases hi : i = 0
      · subst hi
        simp [translation]
        ring
      · simp [translation, hi]
    rw [h, PiLp.norm_single, Real.norm_eq_abs]

/-- In dimension `d ≥ 1`, for a cube of edge `L ≥ 0`, a supercell edge `a > 0` and a cutoff
`R > 0`, all periodic-image distances are at least `R` exactly when `a ≥ L + R`. -/
theorem images_beyond_cutoff_iff (d : ℕ) [NeZero d] {L a R : ℝ}
    (hL : 0 ≤ L) (ha : 0 < a) (hR : 0 < R) :
    (∀ x ∈ chargeRegion d L, ∀ y ∈ chargeRegion d L, ∀ m : Fin d → ℤ, m ≠ 0 →
      R ≤ ‖x - y + translation a m‖) ↔ L + R ≤ a := by
  constructor
  · intro h
    rcases le_total a L with haL | haL
    · -- a supercell smaller than the cube lets a charge meet an image
      obtain ⟨x, hx, y, hy, m, hm, e⟩ := exists_image_distance d a ha.le haL
      have h1 := h x hx y hy m hm
      rw [e, sub_self, abs_zero] at h1
      linarith
    · -- otherwise the closest image lies across the gap `a - L`
      obtain ⟨x, hx, y, hy, m, hm, e⟩ := exists_image_distance d a hL (le_refl L)
      have h1 := h x hx y hy m hm
      rw [e, abs_of_nonneg (by linarith)] at h1
      linarith
  · intro h x hx y hy m hm
    linarith [image_distance_ge (a := a) hx hy hm]

/-- In dimension `d ≥ 1` with `L, a > 0`, all periodic-image distances are at least the
diameter `√d L` of the cube exactly when `a ≥ (1 + √d) L`. -/
theorem safe_padded_cell_iff (d : ℕ) [NeZero d] {L a : ℝ} (hL : 0 < L) (ha : 0 < a) :
    (∀ x ∈ chargeRegion d L, ∀ y ∈ chargeRegion d L, ∀ m : Fin d → ℤ, m ≠ 0 →
      Real.sqrt d * L ≤ ‖x - y + translation a m‖) ↔ (1 + Real.sqrt d) * L ≤ a := by
  have hd : (0 : ℝ) < d := Nat.cast_pos.mpr (Nat.pos_of_ne_zero (NeZero.ne d))
  rw [images_beyond_cutoff_iff d hL.le ha (mul_pos (Real.sqrt_pos.mpr hd) hL), add_mul, one_mul]

/-- In three dimensions with `L, a > 0`, all periodic-image distances are at least `√3 L`
exactly when `a ≥ (1 + √3) L`. -/
theorem safe_padded_cell_three_iff {L a : ℝ} (hL : 0 < L) (ha : 0 < a) :
    (∀ x ∈ chargeRegion 3 L, ∀ y ∈ chargeRegion 3 L, ∀ m : Fin 3 → ℤ, m ≠ 0 →
      Real.sqrt 3 * L ≤ ‖x - y + translation a m‖) ↔ (1 + Real.sqrt 3) * L ≤ a := by
  have h := safe_padded_cell_iff 3 hL ha
  rwa [show ((3 : ℕ) : ℝ) = 3 by norm_num] at h

/-- If `L ≥ 0` and `a > (1 + √d) L`, the periodic sum of an interaction truncated at `√d L`
equals the bare interaction of the isolated pair, for any two points of the cube. -/
theorem truncated_sum_eq_isolated {d : ℕ} {L a : ℝ} (hL : 0 ≤ L)
    (ha : (1 + Real.sqrt d) * L < a) (w : ℝ → ℝ) {x y : EuclideanSpace ℝ (Fin d)}
    (hx : x ∈ chargeRegion d L) (hy : y ∈ chargeRegion d L) :
    HasSum (fun m : Fin d → ℤ => truncated w (Real.sqrt d * L) ‖x - y + translation a m‖)
      (w ‖x - y‖) := by
  have h0 : translation a (0 : Fin d → ℤ) = 0 := by
    ext i
    simp [translation]
  -- only the home cell lies within the cutoff
  have h := hasSum_single
    (f := fun m : Fin d → ℤ => truncated w (Real.sqrt d * L) ‖x - y + translation a m‖) 0
    (fun m hm => if_neg (not_le_of_gt (by
      linarith [image_distance_ge (a := a) hx hy hm])))
  have e : truncated w (Real.sqrt d * L) ‖x - y + translation a (0 : Fin d → ℤ)‖
      = w ‖x - y‖ := by
    rw [h0, add_zero]
    exact if_pos (separation_le hL hx hy)
  rw [← e]
  exact h

end

end PaddedCoulombCell
```

```lean
#print axioms PaddedCoulombCell.largest_separation
#print axioms PaddedCoulombCell.images_beyond_cutoff_iff
#print axioms PaddedCoulombCell.safe_padded_cell_three_iff
#print axioms PaddedCoulombCell.truncated_sum_eq_isolated
```

```
'PaddedCoulombCell.largest_separation' depends on axioms: [propext, Classical.choice, Quot.sound]
'PaddedCoulombCell.images_beyond_cutoff_iff' depends on axioms: [propext, Classical.choice, Quot.sound]
'PaddedCoulombCell.safe_padded_cell_three_iff' depends on axioms: [propext, Classical.choice, Quot.sound]
'PaddedCoulombCell.truncated_sum_eq_isolated' depends on axioms: [propext, Classical.choice, Quot.sound]
```

## Charges, images and cutoff

The charges occupy `chargeRegion d L`, the closed cube $[0,L]^d$ in Euclidean space. An integer vector $m$ labels a supercell, and `translation a m` is the vector $am$. The norm $\|x-y+am\|$ is therefore the distance from $x$ to the image of $y$ at $y-am$; the label $m=0$ gives the original pair.

`safe_padded_cell_three_iff` says that, for $L,a>0$, all distances with $m\neq0$ are at least $\sqrt3\,L$ if and only if $a\ge(1+\sqrt3)L\approx2.73\,L$. `safe_padded_cell_iff` is the same statement with $\sqrt d$ in any dimension $d\ge1$, the condition that `[NeZero d]` expresses. `largest_separation` identifies $\sqrt d\,L$ as the greatest distance within the cube: `IsGreatest` means that it is an upper bound and is attained.

The interaction is an arbitrary radial function $w$, and `truncated w R r` equals $w(r)$ for $r\le R$ and zero beyond. `truncated_sum_eq_isolated` says that if $a>(1+\sqrt d)L$, the lattice sum of the interaction truncated at $\sqrt d\,L$ converges to $w(\|x-y\|)$, the open-boundary value. For electronic structure this justifies the padding for pair interactions between charges strictly confined to the cube. It does not cover density tails outside the cube, non-cubic cells or the discretisation error of a grid.

## Why the threshold is $L$ plus the cutoff

Within the cube each coordinate difference satisfies $|x_i-y_i|\le L$, so

$$\|x-y\|^2=\sum_i|x_i-y_i|^2\le dL^2 .$$

The corners $(L,\dots,L)$ and $0$ give equality. These are the two halves of `largest_separation`, the bound being supplied by `separation_le`.

For an image, $m\ne0$ has some component $m_i\neq0$, and an integer that is not zero has $|m_i|\ge1$. For $a>0$ that coordinate alone gives

$$\|x-y+am\|\ge|x_i-y_i+am_i|\ge a|m_i|-|x_i-y_i|\ge a-L .$$

`image_distance_ge` proves this by treating $m_i\le-1$ and $m_i\ge1$ separately.

To see that the bound is sharp, take $x=0$, $y=te_0$ and $m=e_0$, where $e_0$ is the unit vector along the coordinate with index 0 and $0\le t\le L$. Then $x-y+am=(a-t)e_0$, whose length is $|a-t|$. This is `exists_image_distance`.

`images_beyond_cutoff_iff` combines the two for any cutoff $R>0$. If $a\ge L+R$, every image distance is at least $a-L\ge R$. Conversely, suppose that every image distance is at least $R$:

- If $a\ge L$, the choice $t=L$ gives $a-L\ge R$.
- If $a\le L$, the choice $t=a$ puts a charge on top of an image, so $0\ge R$, a contradiction.

Setting $R=\sqrt d\,L$, which is positive because $d\ge1$ and $L>0$, gives $a\ge(1+\sqrt d)L$, and $d=3$ gives the three-dimensional criterion.

In the lattice sum, the strict inequality makes every image distance at least $a-L>\sqrt d\,L$, so all terms with $m\ne0$ vanish. The term $m=0$ survives because $\|x-y\|\le\sqrt d\,L$. `hasSum_single` turns this into the stated sum.

## Equality in the lattice sum, and a spherical region

The distance criterion allows $a=(1+\sqrt d)L$, but the sum needs strict inequality. Take $d=1$, $L=1$, $a=2$, $x=0$ and $y=1$. The labels $m=0$ and $m=1$ both give distance 1, which the cutoff keeps, so the sum is $2w(1)$ instead of $w(1)$ and is wrong whenever $w(1)\ne0$.

The charges could also have been confined to a closed ball of diameter $D>0$. The triangle inequality then puts the images at least $a-D$ away, and the criterion for a cutoff $D$ would become $a\ge2D$. For a compact, roughly round molecule this may be the more natural description, but enclosing the whole cube in a ball means $D=\sqrt3\,L$ and a cell edge of $2\sqrt3\,L\approx3.46\,L$, larger than the cube itself requires.
